# The sharp trace-norm bound on expectation-value errors in finite dimension

## Small entries, large errors

Suppose that an approximate one-body density matrix has 1000 levels, and that each occupation is wrong by $10^{-4}$, half of them too high and half too low, while the off-diagonal entries are exact. A check of the largest entry reports an error of $10^{-4}$. The expectation value of an observable with value $+1$ on the levels that are too high and $-1$ on those that are too low is nevertheless wrong by $0.1$. The largest entry alone doesn't control what is measured, because small errors can add up.

Let $\rho$ be the exact density matrix, $\sigma$ the approximate one, and $D=\rho-\sigma$. The error in the expectation value of an observable $A$ is $\operatorname{tr}(A\rho)-\operatorname{tr}(A\sigma)=\operatorname{tr}(AD)$. How large can it become if all that is known about $A$ is that its eigenvalues lie between $-c$ and $c$?

## The largest possible error

Let $D$ be a complex Hermitian $n\times n$ matrix with eigenvalues $d_i$, counted with multiplicity, and let $c\ge 0$. Then

$$\max_{-c\le A\le c}\operatorname{tr}(AD)=c\sum_i|d_i| ,$$

where $A$ runs over the Hermitian matrices for which $c\mathbb 1-A$ and $c\mathbb 1+A$ are positive semidefinite. This is the Hermitian case of the trace Hölder inequality that pairs the operator norm with the trace norm; other pairs of exponents play no part.

In Lean, the finite type `n` labels an orthonormal basis, and `IsBoundedObservable c A` states the three conditions on $A$. The proof `hD` that $D$ is Hermitian gives access to `hD.eigenvalues`, and `traceNorm hD` is $\sum_i|d_i|$, without the factor $\tfrac12$ found in the trace distance.

The theorem `isGreatest_trace` says that $c\sum_i|d_i|$ is the greatest element of the set of real $x$ for which some admissible $A$ has $\operatorname{tr}(AD)=x$. `IsGreatest` contains both the bound and its attainment, and the trace is equated to $x$ as a complex number, so no imaginary part is discarded. For $c<0$ and $n\ge1$ there are no admissible observables, hence no maximum.

The theorem `observable_error_le` applies the bound to $\rho-\sigma$. It asks only that this difference be Hermitian; neither positivity nor normalisation of $\rho$ and $\sigma$ enters.

In electronic structure, this bounds the error of a fixed one-body expectation value caused by an approximate density matrix, within one finite orthonormal basis. The step from the full operators to their matrices in that basis, with its truncation error, has to be treated separately.

## Derivation in the eigenvectors of the error

Let $u_i$ be orthonormal eigenvectors of $D$, and $U$ the unitary matrix with columns $u_i$. Write

$$a_i=u_i^\dagger A u_i=(U^\dagger AU)_{ii}$$

for the expectation value of $A$ in $u_i$. It is real because $U^\dagger AU$ is Hermitian. With $D=U\operatorname{diag}(d)U^\dagger$ and cyclicity of the trace,

$$\operatorname{tr}(AD)=\operatorname{tr}\big(U^\dagger AU\operatorname{diag}(d)\big)=\sum_i d_i a_i .$$

Since $c\mathbb 1\mp A$ is positive semidefinite and $u_i$ is normalised,

$$0\le u_i^\dagger(c\mathbb 1\mp A)u_i=c\mp a_i ,$$

so $|a_i|\le c$. The triangle inequality then gives

$$|\operatorname{tr}(AD)|\le\sum_i|d_i|\,|a_i|\le c\sum_i|d_i| .$$

To reach the bound, set $s_i=c$ where $d_i\ge0$ and $s_i=-c$ where $d_i<0$, and take $S=U\operatorname{diag}(s)U^\dagger$. This matrix is Hermitian, and $c\mathbb 1\mp S=U\operatorname{diag}(c\mp s_i)U^\dagger$ has nonnegative eigenvalues, so $S$ is admissible. Its expectation values in the $u_i$ are $s_i$, and therefore

$$\operatorname{tr}(SD)=\sum_i d_is_i=c\sum_i|d_i| .$$

## Which observables reach the maximum

For an admissible $A$, the distance to the maximum is

$$c\sum_i|d_i|-\operatorname{tr}(AD)=\sum_i\big(c|d_i|-d_ia_i\big),$$

a sum of nonnegative terms. It vanishes exactly when every term does, which means $a_i=c$ wherever $d_i>0$ and $a_i=-c$ wherever $d_i<0$. Where $d_i=0$ there is no further condition.

## A single level

For $n=1$, $D$ is a real number $d$ and $A$ a real number $a$ with $|a|\le c$. The largest value of $ad$ is $c|d|$, reached by $a=c$ if $d\ge0$ and by $a=-c$ if $d<0$. The general case does this in each eigenvector of $D$.

## The Lean file

```lean
import Mathlib

open Matrix
open scoped ComplexOrder

namespace TraceHoelder

noncomputable section

variable {n : Type*} [Fintype n] [DecidableEq n] {D : Matrix n n ℂ}

/-- A Hermitian observable `A` with `-c ≤ A ≤ c` in the sense of positive semidefinite
matrices. -/
def IsBoundedObservable (c : ℝ) (A : Matrix n n ℂ) : Prop :=
  A.IsHermitian ∧ ((c : ℂ) • (1 : Matrix n n ℂ) - A).PosSemidef ∧
    ((c : ℂ) • (1 : Matrix n n ℂ) + A).PosSemidef

/-- The trace norm of a Hermitian matrix: the sum of the absolute values of its eigenvalues. -/
def traceNorm (hD : D.IsHermitian) : ℝ := ∑ i, |hD.eigenvalues i|

/-- A unitary matrix whose columns are orthonormal eigenvectors of the Hermitian matrix `D`. -/
def eigenframe (hD : D.IsHermitian) : Matrix n n ℂ := (hD.eigenvectorUnitary : Matrix n n ℂ)

/-- The real part of the expectation value of `A` in the `i`-th eigenvector of the Hermitian matrix
`D`. -/
def levelMean (hD : D.IsHermitian) (A : Matrix n n ℂ) (i : n) : ℝ :=
  (((eigenframe hD)ᴴ * A * eigenframe hD) i i).re

/-- For Hermitian `D`, the observable diagonal in its eigenvectors, with value `c` where the
eigenvalue of `D` is nonnegative and `-c` where it is negative. -/
def signObservable (c : ℝ) (hD : D.IsHermitian) : Matrix n n ℂ :=
  eigenframe hD * diagonal (fun i => ((if 0 ≤ hD.eigenvalues i then c else -c : ℝ) : ℂ)) *
    (eigenframe hD)ᴴ

lemma frame_left (hD : D.IsHermitian) : (eigenframe hD)ᴴ * eigenframe hD = 1 :=
  Matrix.mem_unitaryGroup_iff'.1 hD.eigenvectorUnitary.2

lemma frame_right (hD : D.IsHermitian) : eigenframe hD * (eigenframe hD)ᴴ = 1 :=
  Matrix.mem_unitaryGroup_iff.1 hD.eigenvectorUnitary.2

/-- For Hermitian `A` and `D`, the trace of `A D` is the sum of the eigenvalues of `D`, each
weighted by the expectation value of `A` in the corresponding eigenvector. -/
theorem trace_eq_sum_levelMean (hD : D.IsHermitian) {A : Matrix n n ℂ} (hA : A.IsHermitian) :
    (A * D).trace = ((∑ i, hD.eigenvalues i * levelMean hD A i : ℝ) : ℂ) := by
  set U := eigenframe hD with hU
  have hs : D = U * diagonal (fun i => (hD.eigenvalues i : ℂ)) * Uᴴ := by
    have h := hD.spectral_theorem
    rw [Unitary.conjStarAlgAut_apply] at h
    exact h
  -- cyclicity moves the eigenvectors from `D` to `A`
  have ht : (A * D).trace =
      (Uᴴ * A * U * diagonal (fun i => (hD.eigenvalues i : ℂ))).trace := by
    calc (A * D).trace
        = (A * (U * diagonal (fun i => (hD.eigenvalues i : ℂ)) * Uᴴ)).trace := by rw [← hs]
      _ = ((A * U * diagonal (fun i => (hD.eigenvalues i : ℂ))) * Uᴴ).trace := by
          simp only [Matrix.mul_assoc]
      _ = _ := by
          rw [Matrix.trace_mul_comm]
          simp only [Matrix.mul_assoc]
  have hreal : ∀ i, (levelMean hD A i : ℂ) = (Uᴴ * A * U) i i := fun i =>
    Complex.conj_eq_iff_re.1 ((isHermitian_conjTranspose_mul_mul U hA).apply i i)
  rw [ht]
  simp only [Matrix.trace, Matrix.diag_apply, Matrix.mul_diagonal]
  push_cast
  refine Finset.sum_congr rfl fun i _ => ?_
  rw [hreal i, mul_comm]

/-- For Hermitian `D`, an observable between `-c` and `c` has expectation values between `-c` and
`c` in the eigenvectors of `D`. -/
theorem abs_levelMean_le (hD : D.IsHermitian) {c : ℝ} {A : Matrix n n ℂ}
    (hA : IsBoundedObservable c A) (i : n) : |levelMean hD A i| ≤ c := by
  have h1 := (hA.2.1.conjTranspose_mul_mul_same (eigenframe hD)).diag_nonneg (i := i)
  have h2 := (hA.2.2.conjTranspose_mul_mul_same (eigenframe hD)).diag_nonneg (i := i)
  rw [Matrix.mul_sub, Matrix.sub_mul, Matrix.mul_smul, Matrix.smul_mul, Matrix.mul_one,
    frame_left] at h1
  rw [Matrix.mul_add, Matrix.add_mul, Matrix.mul_smul, Matrix.smul_mul, Matrix.mul_one,
    frame_left] at h2
  have h3 : 0 ≤ c - levelMean hD A i := by
    simpa [levelMean] using (Complex.le_def.1 h1).1
  have h4 : 0 ≤ c + levelMean hD A i := by
    simpa [levelMean] using (Complex.le_def.1 h2).1
  exact abs_le.2 ⟨by linarith, by linarith⟩

lemma term_le {a c : ℝ} (d : ℝ) (h : |a| ≤ c) : |d * a| ≤ c * |d| := by
  rw [abs_mul, mul_comm]
  exact mul_le_mul_of_nonneg_right h (abs_nonneg d)

/-- Trace Hölder inequality: for Hermitian `D` and an observable `A` between `-c` and `c`,
the modulus of `tr (A D)` is at most `c` times the trace norm of `D`. -/
theorem norm_trace_le (hD : D.IsHermitian) {c : ℝ} {A : Matrix n n ℂ}
    (hA : IsBoundedObservable c A) : ‖(A * D).trace‖ ≤ c * traceNorm hD := by
  rw [trace_eq_sum_levelMean hD hA.1, Complex.norm_real, Real.norm_eq_abs, traceNorm,
    Finset.mul_sum]
  exact (Finset.abs_sum_le_sum_abs _ _).trans
    (Finset.sum_le_sum fun i _ => term_le _ (abs_levelMean_le hD hA i))

/-- For Hermitian `D` and `c ≥ 0`, the sign observable of `D` lies between `-c` and `c`. -/
theorem signObservable_bounded (hD : D.IsHermitian) {c : ℝ} (hc : 0 ≤ c) :
    IsBoundedObservable c (signObservable c hD) := by
  unfold signObservable
  set s : n → ℝ := fun i => if 0 ≤ hD.eigenvalues i then c else -c with hsdef
  have hs : ∀ i, -c ≤ s i ∧ s i ≤ c := by
    intro i
    simp only [hsdef]
    split_ifs <;> constructor <;> linarith
  have hm : diagonal (fun i => ((c - s i : ℝ) : ℂ)) =
      (c : ℂ) • (1 : Matrix n n ℂ) - diagonal (fun i => (s i : ℂ)) := by
    ext i j
    by_cases h : i = j
    · subst h; simp
    · simp [h]
  have hp : diagonal (fun i => ((c + s i : ℝ) : ℂ)) =
      (c : ℂ) • (1 : Matrix n n ℂ) + diagonal (fun i => (s i : ℂ)) := by
    ext i j
    by_cases h : i = j
    · subst h; simp
    · simp [h]
  refine ⟨isHermitian_mul_mul_conjTranspose _ ?_, ?_, ?_⟩
  · rw [Matrix.IsHermitian, Matrix.diagonal_conjTranspose]
    congr 1
    funext i
    exact Complex.conj_ofReal _
  · -- `c` minus the sign observable has the nonnegative eigenvalues `c - s i`
    have h := (Matrix.posSemidef_diagonal_iff.2 fun i =>
      Complex.zero_le_real.2 (sub_nonneg.2 (hs i).2)).mul_mul_conjTranspose_same (eigenframe hD)
    rw [hm, Matrix.mul_sub, Matrix.sub_mul, Matrix.mul_smul, Matrix.smul_mul, Matrix.mul_one,
      frame_right] at h
    exact h
  · have h := (Matrix.posSemidef_diagonal_iff.2 fun i => Complex.zero_le_real.2
      (show 0 ≤ c + s i by linarith [(hs i).1])).mul_mul_conjTranspose_same (eigenframe hD)
    rw [hp, Matrix.mul_add, Matrix.add_mul, Matrix.mul_smul, Matrix.smul_mul, Matrix.mul_one,
      frame_right] at h
    exact h

/-- For Hermitian `D` and an observable `A` between `-c` and `c`, `tr (A D)` equals `c` times the
trace norm of `D` exactly when the expectation value of `A` is `c` in each of the chosen
eigenvectors of `D` with positive eigenvalue and `-c` in each with negative eigenvalue. -/
theorem trace_eq_max_iff (hD : D.IsHermitian) {c : ℝ} {A : Matrix n n ℂ}
    (hA : IsBoundedObservable c A) :
    (A * D).trace = ((c * traceNorm hD : ℝ) : ℂ) ↔
      ∀ i, (0 < hD.eigenvalues i → levelMean hD A i = c) ∧
        (hD.eigenvalues i < 0 → levelMean hD A i = -c) := by
  rw [trace_eq_sum_levelMean hD hA.1, Complex.ofReal_inj, traceNorm, Finset.mul_sum,
    Finset.sum_eq_sum_iff_of_le fun i _ =>
      (le_abs_self _).trans (term_le _ (abs_levelMean_le hD hA i))]
  constructor
  · intro h i
    have hi := h i (Finset.mem_univ i)
    constructor
    · intro hd
      rw [abs_of_pos hd] at hi
      exact mul_left_cancel₀ hd.ne' (by linarith)
    · intro hd
      rw [abs_of_neg hd] at hi
      exact mul_left_cancel₀ hd.ne (by linarith)
  · intro h i _
    rcases lt_trichotomy (hD.eigenvalues i) 0 with hd | hd | hd
    · rw [(h i).2 hd, abs_of_neg hd]; ring
    · rw [hd]; simp
    · rw [(h i).1 hd, abs_of_pos hd]; ring

/-- For Hermitian `D` and `c ≥ 0`, the maximum of `tr (A D)` over Hermitian `A` with `c - A`
and `c + A` positive semidefinite is `c` times the sum of the absolute eigenvalues of `D`. -/
theorem isGreatest_trace (hD : D.IsHermitian) {c : ℝ} (hc : 0 ≤ c) :
    IsGreatest {x : ℝ | ∃ A : Matrix n n ℂ, IsBoundedObservable c A ∧ (A * D).trace = (x : ℂ)}
      (c * ∑ i, |hD.eigenvalues i|) := by
  constructor
  · -- the sign observable meets the equality condition
    refine ⟨signObservable c hD, signObservable_bounded hD hc,
      (trace_eq_max_iff hD (signObservable_bounded hD hc)).2 fun i => ?_⟩
    have hm : levelMean hD (signObservable c hD) i =
        if 0 ≤ hD.eigenvalues i then c else -c := by
      have h : ∀ L : Matrix n n ℂ, (eigenframe hD)ᴴ * (eigenframe hD * L * (eigenframe hD)ᴴ) *
          eigenframe hD = L := fun L => by
        calc _ = ((eigenframe hD)ᴴ * eigenframe hD) * L *
              ((eigenframe hD)ᴴ * eigenframe hD) := by simp only [Matrix.mul_assoc]
          _ = L := by rw [frame_left, Matrix.one_mul, Matrix.mul_one]
      rw [levelMean, signObservable, h, Matrix.diagonal_apply_eq, Complex.ofReal_re]
    rw [hm]
    exact ⟨fun hd => if_pos hd.le, fun hd => if_neg (not_le_of_gt hd)⟩
  · rintro x ⟨A, hA, hx⟩
    have h := norm_trace_le hD hA
    rw [hx, Complex.norm_real, Real.norm_eq_abs] at h
    exact (le_abs_self x).trans h

/-- If `ρ - σ` is Hermitian, replacing `ρ` by `σ` changes the expectation value of an observable
between `-c` and `c` by at most `c` times the trace norm of `ρ - σ`. -/
theorem observable_error_le {ρ σ A : Matrix n n ℂ} (h : (ρ - σ).IsHermitian) {c : ℝ}
    (hA : IsBoundedObservable c A) :
    ‖(A * ρ).trace - (A * σ).trace‖ ≤ c * traceNorm h := by
  rw [← Matrix.trace_sub, ← Matrix.mul_sub]
  exact norm_trace_le h hA

end

end TraceHoelder
```

```lean
#print axioms TraceHoelder.isGreatest_trace
-- 'TraceHoelder.isGreatest_trace' depends on axioms: [propext, Classical.choice, Quot.sound]
#print axioms TraceHoelder.observable_error_le
-- 'TraceHoelder.observable_error_le' depends on axioms: [propext, Classical.choice, Quot.sound]
```

## From the derivation to the Lean proof

The matrix $U$ is `eigenframe hD`, and `frame_left` and `frame_right` are $U^\dagger U=\mathbb 1$ and $UU^\dagger=\mathbb 1$. The number $a_i$ is `levelMean hD A i`, defined as a real part.

`trace_eq_sum_levelMean` proves $\operatorname{tr}(AD)=\sum_i d_ia_i$. It takes the decomposition of $D$ from `spectral_theorem` and moves $U^\dagger$ to the front with `Matrix.trace_mul_comm`. The step `hreal` shows that the diagonal entries of $U^\dagger AU$ are real, so taking the real part loses nothing.

`abs_levelMean_le` proves $|a_i|\le c$. Conjugation by $U$ preserves positive semidefiniteness, and `diag_nonneg` reads off the diagonal entries $c-a_i$ and $c+a_i$. The estimate for one term, $|d_ia_i|\le c|d_i|$, is `term_le`; `norm_trace_le` sums it after the triangle inequality.

The matrix $S$ is `signObservable c hD`. On the kernel of $D$ it has the value $c$; any other value between $-c$ and $c$ would serve there as well. `signObservable_bounded` shows that it is admissible: the diagonal matrices with entries $c\mp s_i$ are positive semidefinite and stay so under conjugation by $U$, and `hm` and `hp` identify them with $c\mathbb 1\mp\operatorname{diag}(s)$.

`trace_eq_max_iff` is the equality condition. `Finset.sum_eq_sum_iff_of_le` turns equality of the two sums into equality of each pair of terms; the cases $d_i<0$, $d_i=0$ and $d_i>0$ are then settled separately.

In `isGreatest_trace`, attainment follows by computing the expectation values of $S$ and applying the equality condition. The upper bound comes from `norm_trace_le` and $x\le|x|$. Finally, `observable_error_le` combines the two traces into $\operatorname{tr}(A(\rho-\sigma))$ and applies the same inequality.
